# Cosines and sines of principal angles from the overlap of two orthonormal bases

## Two orbital spaces that should agree

Two successive steps of a self-consistent calculation each deliver a set of occupied orbitals. Comparing them one by one says little, because a unitary rotation among the occupied orbitals can change every vector while leaving the space they span unchanged. Angles between the two spaces are a better measure, and near convergence these angles are tiny. Can they be read from the overlaps, or is something else needed?

Let the orthonormal columns of $Q_1$ and $Q_2$ span the two spaces, and define

$$C=Q_1^\dagger Q_2,\qquad W=Q_2-Q_1C .$$

The matrix $C$ holds the overlaps, and $W$ is what remains of $Q_2$ after projecting out the first space.

## What a unit eigenvector of $C^\dagger C$ determines

Suppose $C^\dagger C v=cv$ with $\|v\|=1$ and $c$ complex. Then $c$ is real, $0\le c\le 1$, and some $\theta\in[0,\pi/2]$ satisfies

$$c=\|Cv\|^2=\cos^2\theta,\qquad \|Wv\|^2=1-c=\sin^2\theta .$$

In Lean, `Q1 : Matrix n k ℂ` and `Q2 : Matrix n l ℂ` have finite index types: `n` labels the components, `k` and `l` the basis vectors. The two spaces may differ in dimension. The hypotheses `h1` and `h2` state orthonormality, `ᴴ` is the conjugate transpose, and `overlap` and `residual` are $C$ and $W$. The function `sqNorm` is the sum of squared moduli, used here because Mathlib's default norm on `n → ℂ` is the largest modulus. The inner product is the standard one, so orbital coefficients given in a non-orthogonal basis have to be converted to an orthonormal basis before the theorems apply.

Principal angles are usually defined by successive maximisation of overlaps, which yields as many angles as the smaller dimension. Here an angle is attached to each given unit eigenvector. If the second space is the larger one, $C^\dagger C$ also has eigenvectors with $c=0$ that this list does not count.

For two spaces of the same finite, non-zero dimension, the largest of these angles is a convergence measure for subspace eigensolvers and self-consistent iterations. It does not depend on the choice of orthonormal basis within each space: unitary changes $Q_1\to Q_1U$ and $Q_2\to Q_2V$ turn $C^\dagger C$ into $V^\dagger C^\dagger CV$, which has the same eigenvalues.

## Splitting off the first space

Since $Q_1^\dagger Q_1=1$,

$$Q_1^\dagger W=Q_1^\dagger Q_2-Q_1^\dagger Q_1C=C-C=0 .$$

With $W^\dagger=Q_2^\dagger-C^\dagger Q_1^\dagger$ and $Q_2^\dagger Q_1=C^\dagger$, this gives

$$W^\dagger W=Q_2^\dagger W=Q_2^\dagger Q_2-Q_2^\dagger Q_1C=1-C^\dagger C .$$

So $C^\dagger Cv=cv$ holds exactly when $W^\dagger Wv=(1-c)v$. Taking the inner product of each equation with the unit vector $v$ gives

$$\|Cv\|^2=v^\dagger C^\dagger Cv=c,\qquad \|Wv\|^2=v^\dagger W^\dagger Wv=1-c .$$

The first equation makes $c$ real and non-negative, and the second gives $c\le1$. Setting $\theta=\arccos\sqrt c$ yields $\cos^2\theta=c$ and $\sin^2\theta=1-c$.

The residual also measures a distance. For any coefficient vector $u$,

$$Q_2v-Q_1u=Wv+Q_1(Cv-u).$$

The two terms on the right are orthogonal, and $Q_1$ preserves norms, so

$$\|Q_2v-Q_1u\|^2=\|Wv\|^2+\|Cv-u\|^2 .$$

The closest point of the first space has $u=Cv$, at distance $\|Wv\|$.

When each space is spanned by a single unit vector, $q_1$ or $q_2$, $C$ is the number $q_1^\dagger q_2$. Then $c=|q_1^\dagger q_2|^2$ is the transition probability between two pure states, and $\sin^2\theta$ is its complement.

## Small angles belong to the sine

For $|t|\le10^{-8}$,

$$1-\cos t\le \frac{t^2}{2}\le 5\cdot10^{-17}<2^{-54}.$$

For $0<s\le10^{-8}$,

$$\sin s\ge s-\frac{s^3}{6}\ge s-s^3\ge(1-10^{-16})s,$$

and oddness of the sine gives $|\sin t|\ge(1-10^{-16})|t|$ for both signs of $t$.

The number $2^{-54}$ is half the spacing of double-precision numbers just below 1, so such a cosine, rounded to nearest, is stored as exactly 1; the theorem `small_angle` is about exact real numbers and does not model rounding. The sine still carries the size of the angle, which is a reason to compute $W$ explicitly and to take both $v$ and $\|Wv\|$ from it. In exact arithmetic $W^\dagger W$ and $C^\dagger C$ have the same eigenvectors, but when all angles are tiny, rounding errors in $C^\dagger C$ can be as large as the differences between its eigenvalues, and its computed eigenvectors are then unreliable.

The eigenvalue $c$ is easily mistaken for the cosine, but it is the cosine squared. The bound $2^{-54}$ therefore applies to $1-\sqrt c$ and not to $1-c$, which is about $10^{-16}$ at $\theta=10^{-8}$ and exceeds $2^{-54}$.

## The definitions and theorems in Lean

```lean
import Mathlib

open Matrix

namespace PrincipalAngles

noncomputable section

variable {n k l : Type*} [Fintype n] [Fintype k]

/-- The squared Euclidean norm of a complex vector. -/
def sqNorm (v : n → ℂ) : ℝ := ∑ i, ‖v i‖ ^ 2

/-- The overlap matrix `C = Q1ᴴ Q2` of two sets of column vectors. -/
def overlap (Q1 : Matrix n k ℂ) (Q2 : Matrix n l ℂ) : Matrix k l ℂ := Q1ᴴ * Q2

/-- The residual `W = Q2 - Q1 C`, with `C` the overlap matrix. -/
def residual (Q1 : Matrix n k ℂ) (Q2 : Matrix n l ℂ) : Matrix n l ℂ :=
  Q2 - Q1 * overlap Q1 Q2

/-- The inner product of a vector with itself is its squared norm. -/
theorem star_dot_self (v : n → ℂ) : star v ⬝ᵥ v = (sqNorm v : ℂ) := by
  unfold sqNorm
  push_cast
  exact Finset.sum_congr rfl fun i _ => Complex.conj_mul' (v i)

/-- The inner product of `A x` with `B y` is that of `x` with `Aᴴ B y`. -/
theorem star_mulVec_dot [Fintype l] (A : Matrix n k ℂ) (B : Matrix n l ℂ)
    (x : k → ℂ) (y : l → ℂ) :
    star (A *ᵥ x) ⬝ᵥ (B *ᵥ y) = star x ⬝ᵥ ((Aᴴ * B) *ᵥ y) := by
  rw [Matrix.star_mulVec, ← Matrix.dotProduct_mulVec, Matrix.mulVec_mulVec]

variable [DecidableEq k]

/-- If the columns of `Q1` are orthonormal, the columns of the residual are orthogonal to them. -/
theorem residual_orthogonal {Q1 : Matrix n k ℂ} (h1 : Q1ᴴ * Q1 = 1) (Q2 : Matrix n l ℂ) :
    Q1ᴴ * residual Q1 Q2 = 0 := by
  rw [residual, overlap, Matrix.mul_sub, ← Matrix.mul_assoc Q1ᴴ Q1, h1, Matrix.one_mul,
    sub_self]

/-- If `Q1` and `Q2` each have orthonormal columns, the Gram matrix of the residual is `Wᴴ W = 1 -
Cᴴ C`. -/
theorem residual_gram [DecidableEq l] {Q1 : Matrix n k ℂ} {Q2 : Matrix n l ℂ}
    (h1 : Q1ᴴ * Q1 = 1) (h2 : Q2ᴴ * Q2 = 1) :
    (residual Q1 Q2)ᴴ * residual Q1 Q2 = 1 - (overlap Q1 Q2)ᴴ * overlap Q1 Q2 := by
  have hW : (residual Q1 Q2)ᴴ = Q2ᴴ - (overlap Q1 Q2)ᴴ * Q1ᴴ := by
    rw [residual, conjTranspose_sub, conjTranspose_mul]
  have hC : (overlap Q1 Q2)ᴴ = Q2ᴴ * Q1 := by
    rw [overlap, conjTranspose_mul, conjTranspose_conjTranspose]
  -- the part of `Wᴴ` along the first subspace drops out
  rw [hW, Matrix.sub_mul, Matrix.mul_assoc, residual_orthogonal h1, Matrix.mul_zero,
    sub_zero, hC, residual, Matrix.mul_sub, h2, Matrix.mul_assoc]

/-- If `Q1` has orthonormal columns, the squared distance from `Q2 v` to a point `Q1 u` is `‖W v‖² +
‖C v - u‖²`. -/
theorem sqNorm_distance [Fintype l] {Q1 : Matrix n k ℂ} (h1 : Q1ᴴ * Q1 = 1) (Q2 : Matrix n l ℂ)
    (v : l → ℂ) (u : k → ℂ) :
    sqNorm (Q2 *ᵥ v - Q1 *ᵥ u) =
      sqNorm (residual Q1 Q2 *ᵥ v) + sqNorm (overlap Q1 Q2 *ᵥ v - u) := by
  have hsplit : Q2 *ᵥ v - Q1 *ᵥ u =
      residual Q1 Q2 *ᵥ v + Q1 *ᵥ (overlap Q1 Q2 *ᵥ v - u) := by
    rw [residual, Matrix.sub_mulVec, Matrix.mulVec_sub, Matrix.mulVec_mulVec]
    abel
  have h0 := residual_orthogonal h1 Q2
  have h0' : (residual Q1 Q2)ᴴ * Q1 = 0 := by
    have h := congrArg conjTranspose h0
    rw [conjTranspose_mul, conjTranspose_conjTranspose, conjTranspose_zero] at h
    exact h
  -- both cross terms vanish by orthogonality
  have key : (sqNorm (Q2 *ᵥ v - Q1 *ᵥ u) : ℂ) =
      (sqNorm (residual Q1 Q2 *ᵥ v) : ℂ) + (sqNorm (overlap Q1 Q2 *ᵥ v - u) : ℂ) := by
    rw [← star_dot_self (Q2 *ᵥ v - Q1 *ᵥ u), ← star_dot_self (residual Q1 Q2 *ᵥ v),
      ← star_dot_self (overlap Q1 Q2 *ᵥ v - u), hsplit, star_add, add_dotProduct,
      dotProduct_add, dotProduct_add, star_mulVec_dot (residual Q1 Q2) Q1,
      star_mulVec_dot Q1 (residual Q1 Q2), star_mulVec_dot Q1 Q1, h0', h0, h1]
    simp only [Matrix.zero_mulVec, Matrix.one_mulVec, dotProduct_zero, add_zero, zero_add]
  exact_mod_cast key

variable [Fintype l] [DecidableEq l]

/-- If `Q1` and `Q2` each have orthonormal columns, a vector satisfies `Wᴴ W v = (1 - c) v` exactly
when it satisfies `Cᴴ C v = c v`. -/
theorem residual_eigen_iff {Q1 : Matrix n k ℂ} {Q2 : Matrix n l ℂ}
    (h1 : Q1ᴴ * Q1 = 1) (h2 : Q2ᴴ * Q2 = 1) (v : l → ℂ) (c : ℂ) :
    ((residual Q1 Q2)ᴴ * residual Q1 Q2) *ᵥ v = (1 - c) • v ↔
      ((overlap Q1 Q2)ᴴ * overlap Q1 Q2) *ᵥ v = c • v := by
  rw [residual_gram h1 h2, Matrix.sub_mulVec, Matrix.one_mulVec, sub_smul, one_smul,
    sub_right_inj]

/-- Let `Q1` and `Q2` each have orthonormal columns. If `Cᴴ C v = c v` for a unit vector `v`, then
`c` is the real number `‖C v‖²`, it lies between 0 and 1, and `‖W v‖² = 1 - c`. -/
theorem overlap_eigenvalue {Q1 : Matrix n k ℂ} {Q2 : Matrix n l ℂ}
    (h1 : Q1ᴴ * Q1 = 1) (h2 : Q2ᴴ * Q2 = 1) {v : l → ℂ} (hv : sqNorm v = 1) {c : ℂ}
    (hc : ((overlap Q1 Q2)ᴴ * overlap Q1 Q2) *ᵥ v = c • v) :
    c = (sqNorm (overlap Q1 Q2 *ᵥ v) : ℂ) ∧ 0 ≤ c.re ∧ c.re ≤ 1 ∧
      sqNorm (residual Q1 Q2 *ᵥ v) = 1 - c.re := by
  -- pair each eigenvalue equation with `v`
  have hC : c = (sqNorm (overlap Q1 Q2 *ᵥ v) : ℂ) := by
    rw [← star_dot_self, star_mulVec_dot, hc, dotProduct_smul, star_dot_self, hv]
    simp
  have hW : (sqNorm (residual Q1 Q2 *ᵥ v) : ℂ) = 1 - c := by
    rw [← star_dot_self, star_mulVec_dot, (residual_eigen_iff h1 h2 v c).2 hc,
      dotProduct_smul, star_dot_self, hv]
    simp
  have hCre : c.re = sqNorm (overlap Q1 Q2 *ᵥ v) := by
    rw [hC, Complex.ofReal_re]
  have hWre : sqNorm (residual Q1 Q2 *ᵥ v) = 1 - c.re := by
    simpa using congrArg Complex.re hW
  have p1 : 0 ≤ sqNorm (overlap Q1 Q2 *ᵥ v) := Finset.sum_nonneg fun i _ => sq_nonneg _
  have p2 : 0 ≤ sqNorm (residual Q1 Q2 *ᵥ v) := Finset.sum_nonneg fun i _ => sq_nonneg _
  exact ⟨hC, by linarith, by linarith, hWre⟩

/-- Let `Q1` and `Q2` each have orthonormal columns. For a unit eigenvector `v` of `Cᴴ C` there is
an angle `θ` in `[0, π/2]` such that the eigenvalue is `cos² θ`, `‖C v‖² = cos² θ` and `‖W v‖² =
sin² θ`. -/
theorem exists_principal_angle {Q1 : Matrix n k ℂ} {Q2 : Matrix n l ℂ}
    (h1 : Q1ᴴ * Q1 = 1) (h2 : Q2ᴴ * Q2 = 1) {v : l → ℂ} (hv : sqNorm v = 1) {c : ℂ}
    (hc : ((overlap Q1 Q2)ᴴ * overlap Q1 Q2) *ᵥ v = c • v) :
    ∃ θ ∈ Set.Icc 0 (Real.pi / 2), c = ((Real.cos θ ^ 2 : ℝ) : ℂ) ∧
      sqNorm (overlap Q1 Q2 *ᵥ v) = Real.cos θ ^ 2 ∧
      sqNorm (residual Q1 Q2 *ᵥ v) = Real.sin θ ^ 2 := by
  obtain ⟨hC, hc0, hc1, hW⟩ := overlap_eigenvalue h1 h2 hv hc
  have hCre : c.re = sqNorm (overlap Q1 Q2 *ᵥ v) := by
    rw [hC, Complex.ofReal_re]
  have hs0 := Real.sqrt_nonneg c.re
  have hs1 : Real.sqrt c.re ≤ 1 := Real.sqrt_le_one.mpr hc1
  have hcos : Real.cos (Real.arccos (Real.sqrt c.re)) ^ 2 = c.re := by
    rw [Real.cos_arccos (by linarith) hs1, Real.sq_sqrt hc0]
  refine ⟨Real.arccos (Real.sqrt c.re),
    ⟨Real.arccos_nonneg _, Real.arccos_le_pi_div_two.mpr hs0⟩, ?_, ?_, ?_⟩
  · rw [hcos, hCre]
    exact hC
  · rw [hcos, hCre]
  · rw [Real.sin_sq, hcos, hW]

/-- For `|t| ≤ 10⁻⁸` the cosine differs from 1 by less than `2⁻⁵⁴`, while `|sin t|` is at
least `(1 - 10⁻¹⁶) |t|`. -/
theorem small_angle {t : ℝ} (ht : |t| ≤ 1 / 10 ^ 8) :
    1 - Real.cos t < 1 / 2 ^ 54 ∧ (1 - 1 / 10 ^ 16) * |t| ≤ |Real.sin t| := by
  have hsq : t ^ 2 ≤ (1 / 10 ^ 8) ^ 2 := sq_le_sq' (abs_le.mp ht).1 (abs_le.mp ht).2
  have pos : ∀ s : ℝ, 0 < s → s ^ 2 ≤ (1 / 10 ^ 8) ^ 2 →
      (1 - 1 / 10 ^ 16) * s ≤ Real.sin s := by
    intro s hs hs2
    have hsin := Real.sin_gt_sub_cube hs
    have hcube := mul_le_mul_of_nonneg_left hs2 hs.le
    have he : s * s ^ 2 = s ^ 3 := by ring
    rw [he] at hcube
    linarith
  constructor
  · have hcos := Real.one_sub_sq_div_two_le_cos (x := t)
    have hnum : ((1 : ℝ) / 10 ^ 8) ^ 2 / 2 < 1 / 2 ^ 54 := by norm_num
    linarith
  · rcases lt_trichotomy t 0 with h | h | h
    · have hp := pos (-t) (by linarith) (by rw [neg_sq]; exact hsq)
      rw [Real.sin_neg] at hp
      rw [abs_of_neg h]
      exact hp.trans (neg_le_abs _)
    · simp [h]
    · rw [abs_of_pos h]
      exact (pos t h hsq).trans (le_abs_self _)

/-- An orthonormal basis of the horizontal plane in three dimensions. -/
def planeA : Matrix (Fin 3) (Fin 2) ℂ := !![1, 0; 0, 1; 0, 0]

/-- A basis of a plane tilted about the first axis. -/
def planeB : Matrix (Fin 3) (Fin 2) ℂ := !![1, 0; 0, 3 / 5; 0, 4 / 5]

/-- The two planes have orthonormal bases, and the unit vector `(0, 1)` is an eigenvector
of `Cᴴ C` with eigenvalue `9/25`. -/
theorem planes_witness :
    planeAᴴ * planeA = 1 ∧ planeBᴴ * planeB = 1 ∧ sqNorm (![0, 1] : Fin 2 → ℂ) = 1 ∧
      ((overlap planeA planeB)ᴴ * overlap planeA planeB) *ᵥ ![0, 1] =
        (9 / 25 : ℂ) • ![0, 1] := by
  have hC : overlap planeA planeB = !![1, 0; 0, 3 / 5] := by
    ext i j
    fin_cases i <;> fin_cases j <;>
      norm_num [overlap, planeA, planeB, Matrix.mul_apply, Fin.sum_univ_succ]
  -- the numerals in the entries are real
  have c3 : (starRingEnd ℂ) 3 = 3 := Complex.conj_eq_iff_im.mpr (by simp)
  have c4 : (starRingEnd ℂ) 4 = 4 := Complex.conj_eq_iff_im.mpr (by simp)
  have c5 : (starRingEnd ℂ) 5 = 5 := Complex.conj_eq_iff_im.mpr (by simp)
  refine ⟨?_, ?_, ?_, ?_⟩
  · ext i j
    fin_cases i <;> fin_cases j <;>
      norm_num [planeA, Matrix.mul_apply, Fin.sum_univ_succ]
  · ext i j
    fin_cases i <;> fin_cases j <;>
      norm_num [planeB, Matrix.mul_apply, Fin.sum_univ_succ, c3, c4, c5]
  · simp [sqNorm, Fin.sum_univ_succ]
  · rw [hC]
    ext i
    fin_cases i <;>
      norm_num [Matrix.mulVec, dotProduct, Matrix.mul_apply, Fin.sum_univ_succ, c3, c5]

end

end PrincipalAngles
```

```lean
#print axioms PrincipalAngles.sqNorm_distance
-- 'PrincipalAngles.sqNorm_distance' depends on axioms: [propext, Classical.choice, Quot.sound]
#print axioms PrincipalAngles.exists_principal_angle
-- 'PrincipalAngles.exists_principal_angle' depends on axioms: [propext, Classical.choice, Quot.sound]
#print axioms PrincipalAngles.small_angle
-- 'PrincipalAngles.small_angle' depends on axioms: [propext, Classical.choice, Quot.sound]
```

## How the Lean proof follows the algebra

`star_dot_self` turns $v^\dagger v$ into the squared norm, and `star_mulVec_dot` moves a matrix from one side of an inner product to the other. `residual_orthogonal` is $Q_1^\dagger W=0$. `residual_gram` expands $W^\dagger$, removes the part along the first space, and uses `h2` for $Q_2^\dagger Q_2=1$.

In `sqNorm_distance`, `hsplit` is the decomposition above. The facts `h0` and `h0'` remove the two cross terms, and `h1` removes $Q_1$ from the last norm. The identity is proved over the complex numbers and then cast back to the reals.

`residual_eigen_iff` substitutes the Gram identity and cancels $v$. In `overlap_eigenvalue`, `hC` and `hW` are the two pairings with $v$; the bounds on `c.re` follow because sums of squares are non-negative. The first conclusion, which equates `c` with a real number, also excludes an imaginary part. `exists_principal_angle` supplies the arccosine of $\sqrt c$ and checks its range and squares.

`small_angle` uses a quadratic lower bound for the cosine and a cubic one for the sine. The auxiliary statement `pos` handles positive arguments, and a split on the sign of `t` does the rest.

Finally, `planes_witness` checks by explicit entries that two planes in three dimensions satisfy the assumptions with $v=(0,1)$ and $c=9/25$. The angle there has cosine $3/5$ and sine $4/5$, matching the tilt written into `planeB`.
